# Two delta wells: one decay constant above both strengths, and localisation of its orbital on the stronger well at large separation

A delta potential is not a function, so an attractive well of strength g at position c enters here as a condition on the slopes of the orbital ψ. In atomic units the Schrödinger equation −½ψ'' − g δ(x − c) ψ = Eψ, integrated across c, gives

ψ'(c+) − ψ'(c−) = −2g ψ(c).

The two slopes are one-sided derivatives. The wells have strengths a, b > 0 and sit at 0 and R > 0. The orbital is a superposition of two exponentials with a common decay constant k > 0 and amplitudes A and B:

ψ(x) = A exp(−k|x|) + B exp(−k|x − R|).

Away from the wells it satisfies ψ'' = k²ψ, so its energy is E = −k²/2.

## The secular equation and its bounds

A nonzero orbital of this form meets both slope conditions for some A and B exactly when

(k − a)(k − b) = ab exp(−2kR).

This equation has exactly one root k(R) above max(a, b). At that root the amplitude on the well of strength b, relative to the other, is

B/A = b exp(−kR)/(k − b).

If a > b, then

k − a ≤ ab/(a − b) · exp(−2aR),

B/A ≤ b/(a − b) · exp(−aR).

Hence k(R) → a and B/A → 0 as R → ∞.

## Bracketing the root and checking the separated limit

For this one-particle, one-dimensional model, a bracketing root finder can start from the interval [max(a, b), a + b], on which the difference of the two sides changes sign. Any other positive root lies below max(a, b), so this root gives the lowest energy −k²/2 among orbitals of the two-exponential form that meet both slope conditions. For a > b, once the first bound falls below the solver's tolerance, k = a is accurate enough. In a one-electron test of a numerical code with two such wells and a > b, the second bound limits the ratio B/A found by fitting the two exponentials to the computed ground-state orbital of the whole system, up to discretisation and fitting error.

## From slope jumps to exponential decay

**The linear equations.** At x = 0 the first exponential has slope kA on the left and −kA on the right. The second is smooth there and contributes the same slope to both sides, so it cancels from the jump. With ψ(0) = A + B exp(−kR), the condition reads

−2kA = −2a (A + B exp(−kR)).

Rearranging, and doing the same at x = R, gives

(k − a) A = a B exp(−kR),

(k − b) B = b A exp(−kR).

**The secular equation.** Write q = exp(−kR). Multiply the first equation by k − b and insert the second:

(k − a)(k − b) A = aq (k − b) B = ab q² A.

The same elimination gives (k − a)(k − b) B = ab q² B. A nonzero orbital has A ≠ 0 or B ≠ 0, so (k − a)(k − b) = ab q².

Conversely, if the secular equation holds, take A = k − b and B = bq. The second linear equation is then an identity, and the first is the secular equation. The orbital is nonzero because ψ(R) = (k − b)q + bq = kq > 0. For k > b, dividing the second linear equation by k − b gives the stated ratio.

**One root above max(a, b).** Let m = max(a, b) and

f(k) = (k − a)(k − b) − ab exp(−2kR).

At m the product vanishes, so f(m) = −ab exp(−2mR) < 0. At a + b the product equals ab, so f(a + b) = ab (1 − exp(−2(a + b)R)) > 0. By continuity f has a root strictly between them. Above m both factors of the product are positive and increasing, while the exponential decreases. Thus f is strictly increasing there, and the root is unique.

**The bounds for a > b.** Since k > a, we have k − b > a − b > 0. Therefore

(k − a)(a − b) ≤ (k − a)(k − b) = ab exp(−2kR) ≤ ab exp(−2aR).

Division by a − b gives the first bound. In the ratio, the numerator is at most b exp(−aR) and the denominator is at least a − b, which gives the second. Both quantities are positive and their bounds tend to zero, so both limits follow by squeezing.

**Equal wells.** For a = b the secular equation becomes (k − a)² = (aq)². With k > a both bases are positive, so k − a = aq and B/A = 1 at every separation. The orbital at this root therefore does not localise on either of two equal wells.

## Lean file for the two wells

```lean
import Mathlib

open Filter Topology Set

namespace AsymmetricDeltaWells

noncomputable section

/-- Superposition of two exponential orbitals with decay constant `k`, centred at `c` and `d`,
with amplitudes `A` and `B`. -/
def orbital (k c d A B : ℝ) (x : ℝ) : ℝ :=
  A * Real.exp (-(k * |x - c|)) + B * Real.exp (-(k * |x - d|))

/-- The slope of `ψ` jumps by `-2 g ψ(c)` at `c`, as a delta well of strength `g` demands
in atomic units. -/
def CuspAt (ψ : ℝ → ℝ) (g c : ℝ) : Prop :=
  ∃ l r : ℝ, HasDerivWithinAt ψ l (Iic c) c ∧ HasDerivWithinAt ψ r (Ici c) c ∧
    r - l = -2 * g * ψ c

/-- The secular equation for the decay constant `k` of two delta wells at distance `R`. -/
def Secular (a b R k : ℝ) : Prop :=
  (k - a) * (k - b) = a * b * Real.exp (-(2 * k * R))

/-- The amplitude on the well of strength `b` relative to that on the other well. -/
def ampRatio (b R k : ℝ) : ℝ := b * Real.exp (-(k * R)) / (k - b)

lemma hasDerivAt_branch (A q c : ℝ) :
    HasDerivAt (fun x : ℝ => A * Real.exp (q * (x - c))) (q * A) c := by
  have h := ((((hasDerivAt_id' c).sub_const c).const_mul q).exp).const_mul A
  refine h.congr_deriv ?_
  simp only [sub_self, mul_zero, Real.exp_zero]
  ring

/-- For a two-centre orbital, the cusp condition at one centre is a linear relation between
the two amplitudes. -/
theorem cusp_iff (k c d A B g : ℝ) (hcd : c ≠ d) :
    CuspAt (orbital k c d A B) g c ↔
      (k - g) * A = g * B * Real.exp (-(k * |c - d|)) := by
  -- the orbital of the other centre is smooth at `c`
  have h0 : DifferentiableAt ℝ (fun x : ℝ => x - d) c :=
    ((hasDerivAt_id' c).sub_const d).differentiableAt
  have h1 : DifferentiableAt ℝ (fun x : ℝ => |x - d|) c := h0.abs (sub_ne_zero.mpr hcd)
  have h2 : DifferentiableAt ℝ (fun x : ℝ => B * Real.exp (-(k * |x - d|))) c :=
    ((h1.const_mul k).neg.exp).const_mul B
  have hs := h2.hasDerivAt
  set s := deriv (fun x : ℝ => B * Real.exp (-(k * |x - d|))) c
  -- the orbital centred at `c` has slopes `-k A` on the right and `k A` on the left
  have r0 : HasDerivWithinAt (fun x : ℝ => A * Real.exp (-(k * |x - c|))) (-k * A) (Ici c) c := by
    refine (hasDerivAt_branch A (-k) c).hasDerivWithinAt.congr (fun x hx => ?_) (by simp)
    have hx' : c ≤ x := hx
    rw [abs_of_nonneg (sub_nonneg.mpr hx'), neg_mul]
  have l0 : HasDerivWithinAt (fun x : ℝ => A * Real.exp (-(k * |x - c|))) (k * A) (Iic c) c := by
    refine (hasDerivAt_branch A k c).hasDerivWithinAt.congr (fun x hx => ?_) (by simp)
    have hx' : x ≤ c := hx
    rw [abs_of_nonpos (sub_nonpos.mpr hx'), mul_neg, neg_neg]
  have hr : HasDerivWithinAt (orbital k c d A B) (-k * A + s) (Ici c) c :=
    r0.add hs.hasDerivWithinAt
  have hl : HasDerivWithinAt (orbital k c d A B) (k * A + s) (Iic c) c :=
    l0.add hs.hasDerivWithinAt
  have hv : orbital k c d A B c = A + B * Real.exp (-(k * |c - d|)) := by simp [orbital]
  constructor
  · rintro ⟨l, r, hl', hr', h⟩
    have e1 := UniqueDiffWithinAt.eq_deriv _ (uniqueDiffOn_Ici c c (mem_Ici.mpr le_rfl)) hr' hr
    have e2 := UniqueDiffWithinAt.eq_deriv _ (uniqueDiffOn_Iic c c (mem_Iic.mpr le_rfl)) hl' hl
    rw [hv, e1, e2] at h
    linear_combination (-1 / 2) * h
  · intro h
    refine ⟨_, _, hl, hr, ?_⟩
    rw [hv]
    linear_combination (-2) * h

lemma cusp_first (k A B a : ℝ) {R : ℝ} (hR : 0 < R) :
    CuspAt (orbital k 0 R A B) a 0 ↔ (k - a) * A = a * B * Real.exp (-(k * R)) := by
  rw [cusp_iff k 0 R A B a hR.ne, zero_sub, abs_neg, abs_of_pos hR]

lemma cusp_second (k A B b : ℝ) {R : ℝ} (hR : 0 < R) :
    CuspAt (orbital k 0 R A B) b R ↔ (k - b) * B = b * A * Real.exp (-(k * R)) := by
  have h : orbital k 0 R A B = orbital k R 0 B A := by
    funext x
    exact add_comm _ _
  rw [h, cusp_iff k R 0 B A b hR.ne', sub_zero, abs_of_pos hR]

lemma exp_double (k R : ℝ) : Real.exp (-(2 * k * R)) = Real.exp (-(k * R)) ^ 2 := by
  rw [sq, ← Real.exp_add]
  congr 1
  ring

/-- A nonzero two-centre orbital with decay constant `k > 0` meets the cusp conditions of both
wells for some choice of amplitudes exactly when `k` solves the secular equation. -/
theorem bound_orbital_iff_secular {a b R k : ℝ} (hR : 0 < R) (hk : 0 < k) :
    (∃ A B : ℝ, orbital k 0 R A B ≠ 0 ∧ CuspAt (orbital k 0 R A B) a 0 ∧
      CuspAt (orbital k 0 R A B) b R) ↔ Secular a b R k := by
  unfold Secular
  rw [exp_double]
  constructor
  · rintro ⟨A, B, hne, h1, h2⟩
    rw [cusp_first k A B a hR] at h1
    rw [cusp_second k A B b hR] at h2
    by_contra hdet
    have hdet' := sub_ne_zero.mpr hdet
    -- a nonzero determinant would kill both amplitudes
    have hA : A = 0 := (mul_eq_zero.mp (by
      linear_combination (k - b) * h1 + a * Real.exp (-(k * R)) * h2 :
      ((k - a) * (k - b) - a * b * Real.exp (-(k * R)) ^ 2) * A = 0)).resolve_left hdet'
    have hB : B = 0 := (mul_eq_zero.mp (by
      linear_combination (k - a) * h2 + b * Real.exp (-(k * R)) * h1 :
      ((k - a) * (k - b) - a * b * Real.exp (-(k * R)) ^ 2) * B = 0)).resolve_left hdet'
    apply hne
    funext x
    simp [orbital, hA, hB]
  · intro h
    refine ⟨k - b, b * Real.exp (-(k * R)), ?_, ?_, ?_⟩
    · intro h0
      have hv := congrFun h0 R
      simp only [orbital, sub_zero, sub_self, abs_zero, mul_zero, neg_zero, Real.exp_zero,
        abs_of_pos hR, Pi.zero_apply] at hv
      have hpos : 0 < k * Real.exp (-(k * R)) := mul_pos hk (Real.exp_pos _)
      linarith
    · rw [cusp_first _ _ _ _ hR]
      linear_combination h
    · rw [cusp_second _ _ _ _ hR]
      ring

/-- The cusp condition at the well of strength `b < k` fixes the amplitude there as `ampRatio`
times the amplitude on the other well. -/
theorem amplitude_eq {b R k A B : ℝ} (hR : 0 < R) (hk : b < k)
    (h : CuspAt (orbital k 0 R A B) b R) : B = ampRatio b R k * A := by
  rw [cusp_second k A B b hR] at h
  have hkb : k - b ≠ 0 := (sub_pos.mpr hk).ne'
  rw [ampRatio, div_mul_eq_mul_div, eq_div_iff hkb]
  linear_combination h

/-- At every separation the secular equation has exactly one root above both well strengths. -/
theorem existsUnique_root {a b R : ℝ} (ha : 0 < a) (hb : 0 < b) (hR : 0 < R) :
    ∃! k : ℝ, max a b < k ∧ Secular a b R k := by
  have hab : 0 < a * b := mul_pos ha hb
  -- above both strengths the left side increases and the right side decreases, so two roots
  -- there cannot differ
  have key : ∀ x y : ℝ, max a b < x → Secular a b R x → Secular a b R y → ¬ x < y := by
    intro x y hx h1 h2 hxy
    unfold Secular at h1 h2
    have hxa : 0 < x - a := sub_pos.mpr ((le_max_left a b).trans_lt hx)
    have hxb : 0 < x - b := sub_pos.mpr ((le_max_right a b).trans_lt hx)
    have hE : Real.exp (-(2 * y * R)) < Real.exp (-(2 * x * R)) :=
      Real.exp_lt_exp.mpr (by nlinarith [mul_pos (sub_pos.mpr hxy) hR])
    have h3 := mul_lt_mul_of_pos_left hE hab
    have h4 : (x - a) * (x - b) < (y - a) * (y - b) := by
      nlinarith [mul_pos (sub_pos.mpr hxy) hxa, mul_pos (sub_pos.mpr hxy) hxb,
        mul_pos (sub_pos.mpr hxy) (sub_pos.mpr hxy)]
    linarith
  let f : ℝ → ℝ := fun k => (k - a) * (k - b) - a * b * Real.exp (-(2 * k * R))
  have hf : Continuous f := by
    dsimp only [f]
    fun_prop
  have hm : f (max a b) < 0 := by
    have h0 : (max a b - a) * (max a b - b) = 0 := by
      rcases max_choice a b with h | h <;> rw [h] <;> ring
    have h1 := mul_pos hab (Real.exp_pos (-(2 * max a b * R)))
    dsimp only [f]
    linarith
  have hM : 0 ≤ f (a + b) := by
    have h1 : Real.exp (-(2 * (a + b) * R)) ≤ 1 :=
      Real.exp_le_one_iff.mpr (neg_nonpos.mpr (by positivity))
    have h2 := mul_le_mul_of_nonneg_left h1 hab.le
    dsimp only [f]
    linarith
  have hle : max a b ≤ a + b := max_le (by linarith) (by linarith)
  obtain ⟨k, hk, hk0⟩ := intermediate_value_Icc hle hf.continuousOn ⟨hm.le, hM⟩
  have hne : max a b ≠ k := by
    intro h
    rw [h, hk0] at hm
    exact lt_irrefl _ hm
  have hsec : Secular a b R k := sub_eq_zero.mp hk0
  have hlt : max a b < k := lt_of_le_of_ne hk.1 hne
  refine ⟨k, ⟨hlt, hsec⟩, ?_⟩
  rintro y ⟨hy, hys⟩
  exact le_antisymm (not_lt.mp (key k y hlt hsec hys)) (not_lt.mp (key y k hy hys hsec))

/-- For `a > b`, the root exceeds `a` by at most a term of order `exp (-2aR)`, and the relative
amplitude on the weaker well is at most of order `exp (-aR)`. -/
theorem localisation_bounds {a b R k : ℝ} (hb : 0 < b) (hba : b < a) (hR : 0 < R)
    (hk : a < k) (h : Secular a b R k) :
    k - a ≤ a * b / (a - b) * Real.exp (-(2 * a * R)) ∧
      ampRatio b R k ≤ b / (a - b) * Real.exp (-(a * R)) := by
  have ha : 0 < a := hb.trans hba
  have hab : 0 < a - b := sub_pos.mpr hba
  have hka : 0 < k - a := sub_pos.mpr hk
  have hkb : 0 < k - b := by linarith
  have hp := mul_pos hka hR
  constructor
  · have hE : Real.exp (-(2 * k * R)) ≤ Real.exp (-(2 * a * R)) :=
      Real.exp_le_exp.mpr (by nlinarith)
    rw [div_mul_eq_mul_div, le_div_iff₀ hab]
    calc (k - a) * (a - b) ≤ (k - a) * (k - b) := by nlinarith [mul_pos hka hka]
      _ = a * b * Real.exp (-(2 * k * R)) := h
      _ ≤ a * b * Real.exp (-(2 * a * R)) :=
        mul_le_mul_of_nonneg_left hE (mul_pos ha hb).le
  · have hE : Real.exp (-(k * R)) ≤ Real.exp (-(a * R)) :=
      Real.exp_le_exp.mpr (by nlinarith)
    rw [ampRatio, div_mul_eq_mul_div, div_le_div_iff₀ hkb hab]
    exact mul_le_mul (mul_le_mul_of_nonneg_left hE hb.le) (by linarith) hab.le (by positivity)

lemma tendsto_decay (C : ℝ) {c : ℝ} (hc : 0 < c) :
    Tendsto (fun R : ℝ => C * Real.exp (-(c * R))) atTop (𝓝 0) := by
  have h1 : Tendsto (fun R : ℝ => c * R) atTop atTop := tendsto_id.const_mul_atTop hc
  have h2 := (Real.tendsto_exp_neg_atTop_nhds_zero.comp h1).const_mul C
  rw [mul_zero] at h2
  exact h2

/-- For `a > b`, as the wells separate, the root above both strengths tends to `a` and the
relative amplitude on the weaker well tends to zero. -/
theorem localisation_on_stronger_well {a b : ℝ} (hb : 0 < b) (hba : b < a) (k : ℝ → ℝ)
    (hk : ∀ R, 0 < R → max a b < k R ∧ Secular a b R (k R)) :
    Tendsto k atTop (𝓝 a) ∧ Tendsto (fun R => ampRatio b R (k R)) atTop (𝓝 0) := by
  have ha : 0 < a := hb.trans hba
  have hak : ∀ R, 0 < R → a < k R := fun R hR => (le_max_left a b).trans_lt (hk R hR).1
  constructor
  · have hu := (tendsto_decay (a * b / (a - b)) (mul_pos two_pos ha)).const_add a
    rw [add_zero] at hu
    refine tendsto_of_tendsto_of_tendsto_of_le_of_le' tendsto_const_nhds hu ?_ ?_
    · filter_upwards [eventually_gt_atTop (0 : ℝ)] with R hR
      exact (hak R hR).le
    · filter_upwards [eventually_gt_atTop (0 : ℝ)] with R hR
      have := (localisation_bounds hb hba hR (hak R hR) (hk R hR).2).1
      linarith
  · refine tendsto_of_tendsto_of_tendsto_of_le_of_le' tendsto_const_nhds
      (tendsto_decay (b / (a - b)) ha) ?_ ?_
    · filter_upwards [eventually_gt_atTop (0 : ℝ)] with R hR
      have h1 := hak R hR
      exact div_nonneg (mul_pos hb (Real.exp_pos _)).le (by linarith)
    · filter_upwards [eventually_gt_atTop (0 : ℝ)] with R hR
      exact (localisation_bounds hb hba hR (hak R hR) (hk R hR).2).2

/-- For two wells of equal strength `a`, the relative amplitude at a root `k > a` of the secular
equation is exactly one. -/
theorem equal_wells_ratio {a R k : ℝ} (ha : 0 < a) (hk : a < k) (h : Secular a a R k) :
    ampRatio a R k = 1 := by
  unfold Secular at h
  rw [exp_double] at h
  have hka : 0 < k - a := sub_pos.mpr hk
  have hE : 0 < a * Real.exp (-(k * R)) := mul_pos ha (Real.exp_pos _)
  have hprod : (a * Real.exp (-(k * R)) - (k - a)) *
      (a * Real.exp (-(k * R)) + (k - a)) = 0 := by
    linear_combination -h
  have h0 := (mul_eq_zero.mp hprod).resolve_right (add_pos hE hka).ne'
  rw [ampRatio, div_eq_iff hka.ne', one_mul]
  exact sub_eq_zero.mp h0

end

end AsymmetricDeltaWells
```

```lean
#print axioms AsymmetricDeltaWells.bound_orbital_iff_secular
#print axioms AsymmetricDeltaWells.existsUnique_root
#print axioms AsymmetricDeltaWells.localisation_on_stronger_well
#print axioms AsymmetricDeltaWells.equal_wells_ratio
```

```
'AsymmetricDeltaWells.bound_orbital_iff_secular' depends on axioms: [propext, Classical.choice, Quot.sound]
'AsymmetricDeltaWells.existsUnique_root' depends on axioms: [propext, Classical.choice, Quot.sound]
'AsymmetricDeltaWells.localisation_on_stronger_well' depends on axioms: [propext, Classical.choice, Quot.sound]
'AsymmetricDeltaWells.equal_wells_ratio' depends on axioms: [propext, Classical.choice, Quot.sound]
```

## Cusps, roots and limits as Lean statements

`orbital k c d A B` is the two-exponential function with centres `c` and `d`; the physical problem uses `0` and `R`. `CuspAt ψ g c` says that a left slope `l` and a right slope `r` exist at `c` and satisfy the jump condition. `Secular a b R k` is the secular equation, and `ampRatio b R k` is the ratio B/A.

`bound_orbital_iff_secular` states the equivalence for R > 0 and k > 0, and `amplitude_eq` identifies the ratio when k > b. `existsUnique_root` gives exactly one root above `max a b` for positive strengths and separation. The upper end a + b of the bracket appears inside its proof and not in its statement.

`localisation_bounds` contains the two inequalities for a fixed R. `localisation_on_stronger_well` takes any function `k : ℝ → ℝ` whose value at each R > 0 is a root above both strengths, and proves the two limits. `existsUnique_root` ensures that such a function exists and fixes its values for R > 0. `equal_wells_ratio` covers the symmetric case.

## How the proof follows the algebra

`hasDerivAt_branch` differentiates one exponential branch at its centre. `cusp_iff` uses it for the left and right slopes and adds the common slope `s` of the other exponential. Because one-sided derivatives are unique, any slopes supplied by `CuspAt` must equal the computed ones. `cusp_first` and `cusp_second` specialise the result to the two wells.

In `bound_orbital_iff_secular`, the `linear_combination` steps carry out the elimination: if the secular equation failed, both amplitudes would vanish. The converse supplies the amplitudes k − b and bq and evaluates the orbital at R, with `exp_double` identifying exp(−2kR) with q².

In `existsUnique_root`, `intermediate_value_Icc` finds the root, and the local statement `key` compares two supposed roots by monotonicity. The `calc` block in `localisation_bounds` is the chain of inequalities for k − a. `tendsto_decay` sends the bounds to zero, and the squeeze theorem completes both limits. `equal_wells_ratio` factors the difference of squares and discards the positive factor.

## One particle, two ideal wells, one branch

The theorems concern one particle on a line with two zero-range wells. They start from the slope condition and the two-exponential form; the Hamiltonian as an operator, the energy −k²/2 and the completeness of that form are not part of the file. Interacting electrons, smooth potentials and numerical error are likewise absent.

Uniqueness is proved above max(a, b); smaller roots are not treated. For large enough R there is a second positive root below min(a, b), which gives an orbital of higher energy. The value k = 0 also satisfies the secular equation, so a root search started too low can return a value that describes no bound state. The ratio compares the coefficients of the two exponentials; it is neither a ratio of orbital values at the wells nor a ratio of populations.
